# A two-level example where b/a rises with level but the b-to-a branching ratio is smaller at collision rate 3 than at 1

Two levels are fed with equal weights 1 and 1 (halving both to normalise them would leave the branching ratio unchanged) and emptied by strong collisions at rate w and by two channels, with rates 3 and 1 for channel a and 3 and 2 for channel b. The theorem states that b/a is nondecreasing from the first level to the second, with values 1 and 2, and that the ratio of the flux through b to the flux through a is nevertheless smaller at w = 3 than at w = 1; the two values are 4/3 and 26/19. The attempt proves the monotonicity by checking all four pairs of levels, and the inequality by unfolding the sums and computing.

This version doesn't compile in Lean 4 with Mathlib:

```lean
import Mathlib

namespace TotalRateOrderNeeded

noncomputable section

variable {ι : Type*}

variable [Fintype ι]

/-- Product flux through a channel with rates `d` at collision rate `w`, for levels fed with
weights `f` and emptied by collisions and the channels `a` and `b`; the total loss rates
`w + a + b` are meant to be nonzero. -/
def channelFlux (f a b d : ι → ℝ) (w : ℝ) : ℝ :=
  ∑ i, f i * d i / (w + a i + b i)

/-- Strong-collision branching ratio of channel `b` to channel `a` at collision rate `w`, meant
for nonzero total loss rates and a nonzero flux through channel `a`. -/
def branchingRatio (f a b : ι → ℝ) (w : ℝ) : ℝ :=
  channelFlux f a b b w / channelFlux f a b a w

/-- Two levels with `b / a` nondecreasing but `a + b` decreasing, whose branching ratio is
smaller at collision rate 3 than at collision rate 1. -/
theorem total_rate_order_needed :
    (Monotone fun i => (![3, 2] : Fin 2 → ℝ) i / (![3, 1] : Fin 2 → ℝ) i) ∧
      branchingRatio (![1, 1] : Fin 2 → ℝ) ![3, 1] ![3, 2] 3
        < branchingRatio (![1, 1] : Fin 2 → ℝ) ![3, 1] ![3, 2] 1 := by
  constructor
  · intro i j h
    fin_cases i <;> fin_cases j <;> norm_num at h ⊢
  · norm_num [branchingRatio, channelFlux, Fin.sum_univ_two]

end

end TotalRateOrderNeeded
```

Compiling this gives:

```
Main.lean:30:36: error: No goals to be solved
```

Fix (accepted with no message):

```diff
@@ -28,5 +28,9 @@
   constructor
   · intro i j h
-    fin_cases i <;> fin_cases j <;> norm_num at h ⊢
+    fin_cases i <;> fin_cases j
+    · exact le_rfl
+    · norm_num
+    · exact absurd h (by decide)
+    · exact le_rfl
   · norm_num [branchingRatio, channelFlux, Fin.sum_univ_two]
 
```

The message "No goals to be solved" points at `norm_num at h ⊢`, which is run on each of the four pairs of indices. It means that a tactic was asked to work on a goal when none was left. This happens for the pair with `i` = 1 and `j` = 0. There `h` says 1 ≤ 0, which `norm_num` reduces to `False`, and that closes the goal at once. The `⊢` in the same call then asks for the target to be simplified too, but it is already gone.

The repair treats the four pairs separately. In the impossible one, `exact absurd h (by decide)` refutes `h` and does nothing further, which cures the error. In the pair 0, 1 a plain `norm_num` proves the inequality 3/3 ≤ 2/1 without touching `h`. The two pairs with equal indices compare a value with itself, so `le_rfl` is enough; using it there in place of `norm_num` is mere tidying.
